# Freely optimised geminal amplitudes never raise the minimum of a positive definite Hylleraas functional

## Amplitudes, blocks and sources

Let x be a real vector of conventional amplitudes and y a real vector of geminal amplitudes, both of finite length. The matrices A and B act on x and y respectively, C couples the two sets, and b and d are the source vectors. A dot denotes the ordinary real dot product, and ᵀ the transpose. The Hylleraas functional is

J(x,y) = x·Ax + 2 x·Cy + y·By + 2 b·x + 2 d·y.

The one hypothesis is that the full block matrix

M = [[A, C], [Cᵀ, B]]

is positive definite, which includes being symmetric. Two effective quantities appear once x has been eliminated:

S = B − CᵀA⁻¹C

w = d − CᵀA⁻¹b

## Second-order energies with geminals

In second-order perturbation theory the first-order wave function can be expanded in conventional excited determinants, with amplitudes x, and in explicitly correlated functions that depend on the interelectronic distance, with amplitudes y. All these functions are taken to be real and orthogonal to the reference state. Then A, B and C hold the matrix elements of H₀ − E₀ between these functions, where H₀ is the zeroth-order Hamiltonian and the reference energy E₀ is its eigenvalue for the reference state, a normalised eigenstate of H₀. The sources b and d hold the matrix elements of the perturbation with the reference state. The minimum of J is the second-order energy in the chosen space.

Positive definiteness of M says that every nonzero vector of amplitudes gives H₀ − E₀ a positive expectation value. Physically, the expansion functions are linearly independent and H₀ lies above the reference energy on their span.

The vector w has a direct meaning. At the conventional optimum x = −A⁻¹b, y = 0, the gradient of J with respect to y is 2(d + Cᵀx) = 2w. It measures what the conventional amplitudes have left for the geminals to correct.

## The minimum and the lowering

Under the hypothesis on M, the minimum of J over all x and y is attained and equals

E = −b·A⁻¹b − w·S⁻¹w.

It is attained only at

y = −S⁻¹w, x = −A⁻¹(b + Cy).

With y = 0 the minimum over x is −b·A⁻¹b. Hence E ≤ −b·A⁻¹b, with strict inequality exactly when w ≠ 0. For explicitly correlated second-order theory with finitely many real, freely optimised amplitudes, this means that adding geminals cannot worsen the variational minimum, and that a nonzero d alone does not ensure an improvement.

In Lean, the finite types `m` and `n` label the conventional and geminal functions, and amplitudes are functions `m → ℝ` and `n → ℝ`. The symbol `⬝ᵥ` is the dot product and `*ᵥ` applies a matrix to a vector. The functional J is `hylleraas`, S is `effectiveMatrix`, w is `effectiveSource`, and the hypothesis reads `(fromBlocks A C Cᵀ B).PosDef`.

Three theorems carry the result:

- `hylleraas_minimum` uses `IsLeast` to say that E is a value of J and a lower bound for all its values. Its second part says that J(x,y) = E holds exactly at the stated amplitudes.
- `conventional_minimum` gives the minimum at y = 0, and needs only that A is positive definite.
- `geminal_lowering` compares the two closed expressions, which the other theorems identify as minima.

The matrices and sources are arbitrary data subject to the hypothesis; they are not derived from a molecular Hamiltonian. The theorems do not treat complex amplitudes, infinite expansions, errors in approximated integrals, or geminal amplitudes held at prescribed values.

## Eliminating the two sets of amplitudes

**Positivity of the blocks.** Since M is symmetric, so are A and B. With both sources set to zero, J is the quadratic form of M. Evaluating it at (x,0) with x ≠ 0 gives x·Ax > 0, so A is positive definite and invertible.

Now take y ≠ 0 and x = −A⁻¹Cy. The terms of the form are

x·Ax = (Cy)·A⁻¹(Cy)

2 x·Cy = −2 (Cy)·A⁻¹(Cy)

and their sum with y·By is

y·By − (Cy)·A⁻¹(Cy) = y·Sy.

This is positive because (x,y) ≠ 0. As A⁻¹ and B are symmetric, S is symmetric too, and therefore positive definite.

**One completed square.** For a positive definite matrix K, a source g and a vector z,

z·Kz + 2 g·z = (z + K⁻¹g)·K(z + K⁻¹g) − g·K⁻¹g.

To check this, expand the square on the right:

z·Kz + z·g + (K⁻¹g)·Kz + (K⁻¹g)·g.

Symmetry of K turns the third term into g·z, and the last term cancels against −g·K⁻¹g.

**Conventional amplitudes.** At fixed y, the terms of J containing x are x·Ax + 2(b + Cy)·x. Completing the square with K = A and g = b + Cy leaves the constant −(b + Cy)·A⁻¹(b + Cy), where

(b + Cy)·A⁻¹(b + Cy) = b·A⁻¹b + 2 (Cy)·A⁻¹b + (Cy)·A⁻¹(Cy).

The quadratic terms in y combine to y·Sy, as above. The linear ones combine to

2 d·y − 2 (Cy)·A⁻¹b = 2 w·y.

Writing r = x + A⁻¹(b + Cy), we have

J(x,y) = r·Ar − b·A⁻¹b + y·Sy + 2 w·y.

**Geminal amplitudes.** Completing the square again, with K = S and g = w, and writing s = y + S⁻¹w, gives

J(x,y) = E + r·Ar + s·Ss.

Both added terms are nonnegative, so J ≥ E. Equality requires r = 0 and s = 0, which are the stated equations for x and y. They can always be solved, first for y and then for x, so the minimum is attained at exactly one point.

**Comparison with y = 0.** Here J(x,0) = x·Ax + 2 b·x, and the completed square gives the minimum −b·A⁻¹b at x = −A⁻¹b. The difference between the two minima is w·S⁻¹w. With u = S⁻¹w this equals u·Su, which is nonnegative and vanishes only for u = 0, that is, for w = 0.

## The Lean file

```lean
import Mathlib

open Matrix

namespace ExplicitlyCorrelatedPartitioning

noncomputable section

variable {m n : Type*} [Fintype m] [Fintype n] [DecidableEq m] [DecidableEq n]

/-- The Hylleraas functional of conventional amplitudes `x` and geminal amplitudes `y`, with real
matrices `A`, `B`, coupling `C` and sources `b`, `d`. -/
def hylleraas (A : Matrix m m ℝ) (B : Matrix n n ℝ) (C : Matrix m n ℝ)
    (b : m → ℝ) (d : n → ℝ) (x : m → ℝ) (y : n → ℝ) : ℝ :=
  x ⬝ᵥ A *ᵥ x + 2 * (x ⬝ᵥ C *ᵥ y) + y ⬝ᵥ B *ᵥ y + 2 * (b ⬝ᵥ x) + 2 * (d ⬝ᵥ y)

/-- The effective geminal matrix `S = B - Cᵀ A⁻¹ C`. -/
def effectiveMatrix (A : Matrix m m ℝ) (B : Matrix n n ℝ) (C : Matrix m n ℝ) :
    Matrix n n ℝ :=
  B - Cᵀ * A⁻¹ * C

/-- The effective geminal source `w = d - Cᵀ A⁻¹ b`. -/
def effectiveSource (A : Matrix m m ℝ) (C : Matrix m n ℝ) (b : m → ℝ) (d : n → ℝ) :
    n → ℝ :=
  d - Cᵀ *ᵥ (A⁻¹ *ᵥ b)

omit [DecidableEq m] [DecidableEq n] in
/-- A coupling matrix can be moved to the other side of a dot product by transposing it. -/
theorem coupling_transpose (C : Matrix m n ℝ) (u : m → ℝ) (v : n → ℝ) :
    u ⬝ᵥ C *ᵥ v = v ⬝ᵥ Cᵀ *ᵥ u := by
  rw [dotProduct_mulVec, ← mulVec_transpose, dotProduct_comm]

omit [DecidableEq m] in
/-- A real matrix is positive definite exactly when it is symmetric and its quadratic form is
positive on nonzero vectors. -/
theorem posDef_real {M : Matrix m m ℝ} :
    M.PosDef ↔ Mᵀ = M ∧ ∀ x : m → ℝ, x ≠ 0 → 0 < x ⬝ᵥ M *ᵥ x := by
  have h := posDef_iff_dotProduct_mulVec (M := M)
  simpa only [Matrix.IsHermitian, conjTranspose_eq_transpose_of_trivial, star_trivial] using h

omit [DecidableEq m] in
/-- The quadratic form of a positive definite matrix is nonnegative and vanishes only at zero. -/
theorem quadratic_nonneg {M : Matrix m m ℝ} (hM : M.PosDef) (x : m → ℝ) :
    0 ≤ x ⬝ᵥ M *ᵥ x ∧ (x ⬝ᵥ M *ᵥ x = 0 ↔ x = 0) := by
  by_cases hx : x = 0
  · subst hx
    simp
  · have hp := (posDef_real.1 hM).2 x hx
    exact ⟨hp.le, fun h => absurd h hp.ne', fun h => absurd h hx⟩

/-- Completing the square in a quadratic functional with positive definite matrix `M` and source
`g`. -/
theorem complete_square {M : Matrix m m ℝ} (hM : M.PosDef) (g x : m → ℝ) :
    x ⬝ᵥ M *ᵥ x + 2 * (g ⬝ᵥ x) =
      (x + M⁻¹ *ᵥ g) ⬝ᵥ M *ᵥ (x + M⁻¹ *ᵥ g) - g ⬝ᵥ M⁻¹ *ᵥ g := by
  have h1 : M *ᵥ (M⁻¹ *ᵥ g) = g := by
    rw [mulVec_mulVec, mul_nonsing_inv _ hM.det_pos.ne'.isUnit, one_mulVec]
  have h2 : (M⁻¹ *ᵥ g) ⬝ᵥ M *ᵥ x = g ⬝ᵥ x := by
    rw [coupling_transpose, (posDef_real.1 hM).1, h1, dotProduct_comm]
  rw [mulVec_add, h1, add_dotProduct, dotProduct_add, dotProduct_add, h2,
    dotProduct_comm x g, dotProduct_comm (M⁻¹ *ᵥ g) g]
  ring

omit [DecidableEq m] [DecidableEq n] in
/-- The Hylleraas functional is the quadratic functional of the full block matrix
with the combined source. -/
theorem hylleraas_eq_block (A : Matrix m m ℝ) (B : Matrix n n ℝ) (C : Matrix m n ℝ)
    (b : m → ℝ) (d : n → ℝ) (x : m → ℝ) (y : n → ℝ) :
    hylleraas A B C b d x y =
      Sum.elim x y ⬝ᵥ fromBlocks A C Cᵀ B *ᵥ Sum.elim x y
        + 2 * (Sum.elim b d ⬝ᵥ Sum.elim x y) := by
  have e : ∀ (p r : m → ℝ) (q s : n → ℝ),
      Sum.elim p q ⬝ᵥ Sum.elim r s = p ⬝ᵥ r + q ⬝ᵥ s := by
    intro p r q s
    simp [dotProduct]
  rw [fromBlocks_mulVec, Sum.elim_comp_inl, Sum.elim_comp_inr, e, e, dotProduct_add,
    dotProduct_add, ← coupling_transpose C x y, hylleraas]
  ring

omit [DecidableEq n] in
/-- For positive definite `A`, the Hylleraas functional is a square in the shifted conventional
amplitudes, plus a constant, plus a quadratic functional of the geminal amplitudes with the
effective matrix and the effective source. -/
theorem eliminate_conventional {A : Matrix m m ℝ} (hA : A.PosDef) (B : Matrix n n ℝ)
    (C : Matrix m n ℝ) (b : m → ℝ) (d : n → ℝ) (x : m → ℝ) (y : n → ℝ) :
    hylleraas A B C b d x y =
      (x + A⁻¹ *ᵥ (b + C *ᵥ y)) ⬝ᵥ A *ᵥ (x + A⁻¹ *ᵥ (b + C *ᵥ y)) - b ⬝ᵥ A⁻¹ *ᵥ b
        + (y ⬝ᵥ effectiveMatrix A B C *ᵥ y + 2 * (effectiveSource A C b d ⬝ᵥ y)) := by
  have h := complete_square hA (b + C *ᵥ y) x
  have hs : y ⬝ᵥ effectiveMatrix A B C *ᵥ y =
      y ⬝ᵥ B *ᵥ y - (C *ᵥ y) ⬝ᵥ A⁻¹ *ᵥ (C *ᵥ y) := by
    rw [effectiveMatrix, sub_mulVec, dotProduct_sub, ← mulVec_mulVec, ← mulVec_mulVec,
      ← coupling_transpose C, dotProduct_comm (A⁻¹ *ᵥ (C *ᵥ y)) (C *ᵥ y)]
  have hw : effectiveSource A C b d ⬝ᵥ y = d ⬝ᵥ y - (C *ᵥ y) ⬝ᵥ A⁻¹ *ᵥ b := by
    rw [effectiveSource, sub_dotProduct, dotProduct_comm (Cᵀ *ᵥ (A⁻¹ *ᵥ b)) y,
      ← coupling_transpose C, dotProduct_comm (A⁻¹ *ᵥ b) (C *ᵥ y)]
  -- the two cross terms agree because the inverse of `A` is symmetric
  have hc : b ⬝ᵥ A⁻¹ *ᵥ (C *ᵥ y) = (C *ᵥ y) ⬝ᵥ A⁻¹ *ᵥ b := by
    rw [coupling_transpose, (posDef_real.1 hA.inv).1]
  have hq : (b + C *ᵥ y) ⬝ᵥ A⁻¹ *ᵥ (b + C *ᵥ y) = b ⬝ᵥ A⁻¹ *ᵥ b
      + 2 * ((C *ᵥ y) ⬝ᵥ A⁻¹ *ᵥ b) + (C *ᵥ y) ⬝ᵥ A⁻¹ *ᵥ (C *ᵥ y) := by
    rw [mulVec_add, add_dotProduct, dotProduct_add, dotProduct_add, hc]
    ring
  have hx : (b + C *ᵥ y) ⬝ᵥ x = b ⬝ᵥ x + x ⬝ᵥ C *ᵥ y := by
    rw [add_dotProduct, dotProduct_comm (C *ᵥ y) x]
  rw [hq, hx] at h
  rw [hs, hw, hylleraas]
  linarith

omit [DecidableEq n] in
/-- If the full block matrix is positive definite, so are the conventional block and the
effective geminal matrix. -/
theorem blocks_posDef {A : Matrix m m ℝ} {B : Matrix n n ℝ} {C : Matrix m n ℝ}
    (h : (fromBlocks A C Cᵀ B).PosDef) : A.PosDef ∧ (effectiveMatrix A B C).PosDef := by
  obtain ⟨hs, hp⟩ := posDef_real.1 h
  rw [fromBlocks_transpose, transpose_transpose, fromBlocks_inj] at hs
  obtain ⟨hA, -, -, hB⟩ := hs
  have pos : ∀ (x : m → ℝ) (y : n → ℝ), (x ≠ 0 ∨ y ≠ 0) → 0 < hylleraas A B C 0 0 x y := by
    intro x y hxy
    have hz := hp (Sum.elim x y) (by
      intro h0
      rcases hxy with hx | hy
      · exact hx (funext fun i => congrFun h0 (Sum.inl i))
      · exact hy (funext fun i => congrFun h0 (Sum.inr i)))
    have z : Sum.elim (0 : m → ℝ) (0 : n → ℝ) = 0 := by
      ext i
      cases i <;> rfl
    rw [hylleraas_eq_block, z, zero_dotProduct]
    linarith
  have hApos : A.PosDef := posDef_real.2 ⟨hA, fun x hx => by
    simpa [hylleraas] using pos x 0 (Or.inl hx)⟩
  refine ⟨hApos, posDef_real.2 ⟨?_, fun y hy => ?_⟩⟩
  · simp [effectiveMatrix, transpose_nonsing_inv, hA, hB, Matrix.mul_assoc]
  · -- test the block form with conventional amplitudes relaxed to `y`
    have hy' := pos (-(A⁻¹ *ᵥ (C *ᵥ y))) y (Or.inr hy)
    rw [eliminate_conventional hApos] at hy'
    simpa [effectiveSource] using hy'

/-- If the full block matrix is positive definite, the Hylleraas minimum is `-⟨b, A⁻¹ b⟩ - ⟨w, S⁻¹
w⟩`, and it is attained at exactly one pair of conventional and geminal amplitudes. -/
theorem hylleraas_minimum {A : Matrix m m ℝ} {B : Matrix n n ℝ} {C : Matrix m n ℝ}
    (h : (fromBlocks A C Cᵀ B).PosDef) (b : m → ℝ) (d : n → ℝ) :
    let S := effectiveMatrix A B C
    let w := effectiveSource A C b d
    let E := -(b ⬝ᵥ A⁻¹ *ᵥ b) - w ⬝ᵥ S⁻¹ *ᵥ w
    IsLeast (Set.range fun p : (m → ℝ) × (n → ℝ) => hylleraas A B C b d p.1 p.2) E ∧
      ∀ x y, hylleraas A B C b d x y = E ↔
        y = -(S⁻¹ *ᵥ w) ∧ x = -(A⁻¹ *ᵥ (b + C *ᵥ y)) := by
  intro S w E
  obtain ⟨hA, hS⟩ := blocks_posDef h
  -- the functional is its minimum plus two squares
  have key : ∀ x y, hylleraas A B C b d x y = E
      + (x + A⁻¹ *ᵥ (b + C *ᵥ y)) ⬝ᵥ A *ᵥ (x + A⁻¹ *ᵥ (b + C *ᵥ y))
      + (y + S⁻¹ *ᵥ w) ⬝ᵥ S *ᵥ (y + S⁻¹ *ᵥ w) := by
    intro x y
    rw [eliminate_conventional hA, complete_square hS]
    simp only [E, S, w]
    ring
  have uniq : ∀ x y, hylleraas A B C b d x y = E ↔
      y = -(S⁻¹ *ᵥ w) ∧ x = -(A⁻¹ *ᵥ (b + C *ᵥ y)) := by
    intro x y
    have qa := quadratic_nonneg hA (x + A⁻¹ *ᵥ (b + C *ᵥ y))
    have qs := quadratic_nonneg hS (y + S⁻¹ *ᵥ w)
    rw [key, eq_neg_iff_add_eq_zero, eq_neg_iff_add_eq_zero, ← qs.2, ← qa.2]
    constructor
    · intro h0
      constructor <;> linarith [qa.1, qs.1]
    · rintro ⟨h1, h2⟩
      linarith
  refine ⟨⟨⟨(-(A⁻¹ *ᵥ (b + C *ᵥ (-(S⁻¹ *ᵥ w)))), -(S⁻¹ *ᵥ w)),
    (uniq _ _).2 ⟨rfl, rfl⟩⟩, ?_⟩, uniq⟩
  rintro _ ⟨⟨x, y⟩, rfl⟩
  change E ≤ hylleraas A B C b d x y
  linarith [key x y, (quadratic_nonneg hA (x + A⁻¹ *ᵥ (b + C *ᵥ y))).1,
    (quadratic_nonneg hS (y + S⁻¹ *ᵥ w)).1]

omit [DecidableEq n] in
/-- For positive definite `A` and geminal amplitudes set to zero, the Hylleraas minimum is `-⟨b, A⁻¹
b⟩`. -/
theorem conventional_minimum {A : Matrix m m ℝ} (hA : A.PosDef) (B : Matrix n n ℝ)
    (C : Matrix m n ℝ) (b : m → ℝ) (d : n → ℝ) :
    IsLeast (Set.range fun x => hylleraas A B C b d x 0) (-(b ⬝ᵥ A⁻¹ *ᵥ b)) := by
  have key : ∀ x, hylleraas A B C b d x 0 =
      (x + A⁻¹ *ᵥ b) ⬝ᵥ A *ᵥ (x + A⁻¹ *ᵥ b) - b ⬝ᵥ A⁻¹ *ᵥ b := by
    intro x
    rw [← complete_square hA]
    simp [hylleraas]
  constructor
  · refine ⟨-(A⁻¹ *ᵥ b), ?_⟩
    change hylleraas A B C b d (-(A⁻¹ *ᵥ b)) 0 = _
    rw [key, neg_add_cancel, zero_dotProduct, zero_sub]
  · rintro _ ⟨x, rfl⟩
    change _ ≤ hylleraas A B C b d x 0
    linarith [key x, (quadratic_nonneg hA (x + A⁻¹ *ᵥ b)).1]

/-- If the full block matrix is positive definite, the expression `-⟨b, A⁻¹ b⟩ - ⟨w, S⁻¹ w⟩` is at
most `-⟨b, A⁻¹ b⟩`, with strict inequality exactly when the effective source `w` is nonzero. Here
`S` is the effective geminal matrix. -/
theorem geminal_lowering {A : Matrix m m ℝ} {B : Matrix n n ℝ} {C : Matrix m n ℝ}
    (h : (fromBlocks A C Cᵀ B).PosDef) (b : m → ℝ) (d : n → ℝ) :
    let w := effectiveSource A C b d
    let E := -(b ⬝ᵥ A⁻¹ *ᵥ b) - w ⬝ᵥ (effectiveMatrix A B C)⁻¹ *ᵥ w
    E ≤ -(b ⬝ᵥ A⁻¹ *ᵥ b) ∧ (E < -(b ⬝ᵥ A⁻¹ *ᵥ b) ↔ w ≠ 0) := by
  intro w E
  have q := quadratic_nonneg (blocks_posDef h).2.inv w
  refine ⟨sub_le_self _ q.1, ?_⟩
  rw [sub_lt_self_iff, q.1.lt_iff_ne, ne_comm]
  exact not_congr q.2

end

end ExplicitlyCorrelatedPartitioning
```

```lean
#print axioms ExplicitlyCorrelatedPartitioning.hylleraas_minimum
#print axioms ExplicitlyCorrelatedPartitioning.conventional_minimum
#print axioms ExplicitlyCorrelatedPartitioning.geminal_lowering
```

```
'ExplicitlyCorrelatedPartitioning.hylleraas_minimum' depends on axioms: [propext, Classical.choice, Quot.sound]
'ExplicitlyCorrelatedPartitioning.conventional_minimum' depends on axioms: [propext, Classical.choice, Quot.sound]
'ExplicitlyCorrelatedPartitioning.geminal_lowering' depends on axioms: [propext, Classical.choice, Quot.sound]
```

## From two squares to the Lean proof

The first lemmas supply the algebra of real quadratic forms. `coupling_transpose` is u·Cv = v·Cᵀu. `posDef_real` rewrites Mathlib's positive definiteness as symmetry plus positivity on nonzero vectors, and `quadratic_nonneg` extracts the two facts needed about squares: they are nonnegative, and they vanish only at zero. `complete_square` is the identity for K above. Its step `h1` is K(K⁻¹g) = g, and `h2` is the use of symmetry on the cross term.

`hylleraas_eq_block` identifies J with the quadratic functional of M, where `Sum.elim x y` is the joined vector (x,y). `eliminate_conventional` performs the elimination of x. Within it, `hs` and `hw` expand the terms with S and w, `hc` equates the two cross terms through the symmetry of A⁻¹, and `hq` expands the constant left by the square. The final `linarith` collects the terms.

`blocks_posDef` obtains the positivity of A and S. Its local statement `pos` says that J with zero sources is positive unless both amplitude vectors vanish. Testing at (x,0) handles A. For S, the proof inserts x = −A⁻¹Cy and applies `eliminate_conventional`: the square in x vanishes, and y·Sy remains.

In `hylleraas_minimum`, the statement `key` is J = E + r·Ar + s·Ss. The statement `uniq` follows because two nonnegative numbers with sum zero are both zero. Its reverse direction also shows that E is attained, by inserting the explicit amplitudes, while the lower bound comes from `key` and the two nonnegative squares.

`conventional_minimum` repeats the argument with a single square. `geminal_lowering` applies `quadratic_nonneg` to S⁻¹, whose positive definiteness Mathlib supplies from that of S. Nonnegativity of w·S⁻¹w gives the inequality, and its vanishing only at w = 0 gives the condition for strict lowering.
